# Bloch solutions of a periodic chain exist exactly when tr T_N = 2 cos θ

To locate the energy bands of a one-dimensional tight-binding chain with N sites per cell, one can fix a real energy E, multiply N matrices of size 2×2, one per site, and take the trace t of the product. If |t| ≤ 2, the energy is accepted and the phase gained per cell is read off, up to its sign, as θ = arccos(t/2); otherwise it is rejected. This step relies on the following statement, for a single non-interacting particle with uniform nearest-neighbour hopping and a real on-site potential that repeats exactly.

Let V(n) be real for all integers n, with V(n+N) = V(n), and let ψ(n) be complex amplitudes obeying

ψ(n+1) + ψ(n−1) + V(n) ψ(n) = E ψ(n).

The hopping amplitude is set to 1 and serves as the unit of energy; a chain with hopping −τ, τ ≠ 0, takes this form after E and V are divided by −τ. For real θ, a solution that is not identically zero and satisfies ψ(n+N) = exp(iθ) ψ(n) for all n exists exactly when tr T_N = 2 cos θ, where T_N is the transfer matrix over one period, defined next. The angle θ is the Bloch wave number times the cell length, up to multiples of 2π.

## From the chain equation to a 2×2 eigenvalue problem

Collect two neighbouring amplitudes in the column vector u(n) = (ψ(n), ψ(n−1)). Solving the chain equation for ψ(n+1) gives ψ(n+1) = (E − V(n)) ψ(n) − ψ(n−1), that is

u(n+1) = A(V(n)) u(n),

where A(v) has rows (E − v, −1) and (1, 0). Its determinant is (E − v)·0 − (−1)·1 = 1. Iterating from site 0,

u(k) = T_k u(0),   T_k = A(V(k−1)) ⋯ A(V(1)) A(V(0)),   T_0 = 1,

and det T_k = 1 as a product of unit determinants.

The vector u(0) determines the solution. If ψ(0) = ψ(−1) = 0, the equation at site 0 gives ψ(1) = 0, the one at site −1 gives ψ(−2) = 0, and so on in both directions. Conversely, any pair ψ(0), ψ(−1) extends to a solution, since the equation at sites n ≥ 0 defines ψ(n+1) and the equation at sites n ≤ −1 defines ψ(n−1).

Now let z be any complex number and suppose a nonzero solution has ψ(n+N) = z ψ(n). Taking n = 0 and n = −1 gives u(N) = z u(0), so T_N u(0) = z u(0), and u(0) ≠ 0 because otherwise ψ would vanish. For the reverse direction, take an eigenvector w of T_N with eigenvalue z, let ψ be a solution with u(0) = w, and set

φ(n) = ψ(n+N) − z ψ(n).

The chain equation at site n+N, with V(n+N) replaced by V(n), says that ψ(n+N) solves the original equation as a function of n; by linearity so does φ. Its values (φ(0), φ(−1)) equal u(N) − z u(0) = T_N w − z w = 0, hence φ = 0 everywhere.

A 2×2 matrix M with rows (a, b) and (c, d) has eigenvalue z when det(M − z·1) = 0, and

det(M − z·1) = (a − z)(d − z) − bc = z² − (tr M) z + det M.

With M = T_N and t = tr T_N the condition is z² − t z + 1 = 0. For z = exp(iθ), write 1 = z exp(−iθ) and factor:

z² − t z + 1 = z (exp(iθ) + exp(−iθ) − t) = z (2 cos θ − t).

Since z ≠ 0, this vanishes exactly when t = 2 cos θ. As θ runs over the reals, 2 cos θ covers [−2, 2], which gives the test |t| ≤ 2. For N = 1 the trace is E − V(0), and the condition is the cosine band E = V(0) + 2 cos θ. For N = 2 the diagonal entries of A(V(1)) A(V(0)) are (E − V(1))(E − V(0)) − 1 and −1, so the condition becomes

(E − V(0)) (E − V(1)) = 2 + 2 cos θ.

## The chain and its transfer matrices in Lean

The matrices are defined over a commutative ring `R`, so that one definition serves for real and for complex entries.

```lean
import Mathlib

open Matrix

namespace BlochTransferMatrix

variable {R : Type*} [CommRing R]
```

`step E v` is A(v), and `transfer E V k` is T_k, built by multiplying each new site from the left. The potential is a function on ℤ, while the number of steps `k` is a natural number.

```lean
/-- One-site transfer matrix at energy `E` for on-site potential `v`. -/
def step (E v : R) : Matrix (Fin 2) (Fin 2) R := !![E - v, -1; 1, 0]

/-- Transfer matrix across the sites `0, …, k-1`: the ordered product of one-site matrices,
later sites to the left. -/
def transfer (E : R) (V : ℤ → R) : ℕ → Matrix (Fin 2) (Fin 2) R
  | 0 => 1
  | k + 1 => step E (V k) * transfer E V k
```

`IsSolution E V ψ` is the chain equation at every integer site, with complex E, V and ψ. The chain is infinite in both directions, and ψ is an arbitrary sequence: neither boundedness nor normalisation is demanded. `state ψ n` is u(n), with component 0 equal to ψ(n) and component 1 equal to ψ(n−1).

```lean
/-- The chain equation `ψ(n+1) + ψ(n-1) + V(n) ψ(n) = E ψ(n)` holds at every integer site. -/
def IsSolution (E : ℂ) (V ψ : ℤ → ℂ) : Prop :=
  ∀ n, ψ (n + 1) + ψ (n - 1) + V n * ψ n = E * ψ n

/-- The pair of neighbouring amplitudes `(ψ(n), ψ(n-1))`. -/
def state (ψ : ℤ → ℂ) (n : ℤ) : Fin 2 → ℂ := ![ψ n, ψ (n - 1)]
```

`march` is the two-term recursion on a half-line, started from the values `p` and `q`, with potential `W`. It is used only to construct solutions.

```lean
/-- One-sided sequence started from `p, q` and continued by
`a(k+2) = (E - W(k)) a(k+1) - a(k)`. -/
noncomputable def march (E : ℂ) (W : ℕ → ℂ) (p q : ℂ) : ℕ → ℂ
  | 0 => p
  | 1 => q
  | k + 2 => (E - W k) * march E W p q (k + 1) - march E W p q k
```

## Unit determinant and propagation

`det_transfer` is an induction on k in which `Matrix.det_mul` splits off the newest factor, whose determinant is 1.

```lean
/-- Every transfer matrix has determinant one. -/
theorem det_transfer (E : R) (V : ℤ → R) (k : ℕ) : (transfer E V k).det = 1 := by
  induction k with
  | zero => simp [transfer]
  | succ k ih =>
    rw [transfer, Matrix.det_mul, ih]
    simp [step, Matrix.det_fin_two]
```

In `transfer_state`, `*ᵥ` is the matrix–vector product. The local fact `key` is u(n+1) = A(V(n)) u(n), checked by components: the first is the chain equation `h n` rearranged, the second is the identity ψ(n) = ψ(n). Induction on k then gives T_k u(0) = u(k).

```lean
/-- On a solution, the transfer matrix across `k` sites carries `(ψ(0), ψ(-1))` to
`(ψ(k), ψ(k-1))`. -/
theorem transfer_state {E : ℂ} {V ψ : ℤ → ℂ} (h : IsSolution E V ψ) (k : ℕ) :
    transfer E V k *ᵥ state ψ 0 = state ψ k := by
  have key : ∀ n, step E (V n) *ᵥ state ψ n = state ψ (n + 1) := by
    intro n
    ext i
    fin_cases i
    · simp [step, state, Matrix.mulVec, dotProduct, Fin.sum_univ_two]
      linear_combination (-1 : ℂ) * h n
    · simp [step, state, Matrix.mulVec, dotProduct, Fin.sum_univ_two]
  induction k with
  | zero => simp [transfer]
  | succ k ih => rw [transfer, ← Matrix.mulVec_mulVec, ih, key, Nat.cast_succ]
```

## Two amplitudes fix a solution

`solution_eq_zero` carries the pair of statements ψ(n) = 0 and ψ(n−1) = 0 through `Int.induction_on`, which steps from 0 upward and downward. Going up from i it uses the equation at site i; going down from −i it uses the equation at site −i−1.

```lean
/-- A solution with `ψ(0) = ψ(-1) = 0` vanishes on the whole chain. -/
theorem solution_eq_zero {E : ℂ} {V ψ : ℤ → ℂ} (h : IsSolution E V ψ)
    (h0 : ψ 0 = 0) (h1 : ψ (-1) = 0) : ψ = 0 := by
  have key : ∀ n : ℤ, ψ n = 0 ∧ ψ (n - 1) = 0 := by
    intro n
    refine Int.induction_on n ?_ ?_ ?_
    · exact ⟨h0, by simpa using h1⟩
    · rintro i ⟨a, b⟩
      have e := h i
      rw [a, b] at e
      exact ⟨by linear_combination e, by simpa using a⟩
    · rintro i ⟨a, b⟩
      have e := h (-(i : ℤ) - 1)
      have e' : -(i : ℤ) - 1 + 1 = -i := by ring
      rw [e', a, b] at e
      exact ⟨b, by linear_combination e⟩
  funext n
  exact (key n).1
```

`exists_solution` runs `march` twice. The sequence `a` holds a(k) = ψ(k−1) and proceeds to the right from y = ψ(−1), x = ψ(0). The sequence `b` holds b(k) = ψ(−k) and proceeds to the left from x, y, with the potential taken at site −k−1. The two are joined into one function that agrees with both on the shared sites 0 and −1. The chain equation at n ≥ 0 is then the recursion `ar`, and at n < 0 it is `br`.

```lean
/-- Any values of `ψ(0)` and `ψ(-1)` are attained by a solution on the whole chain. -/
theorem exists_solution (E : ℂ) (V : ℤ → ℂ) (x y : ℂ) :
    ∃ ψ, IsSolution E V ψ ∧ ψ 0 = x ∧ ψ (-1) = y := by
  -- march to the right (`a k = ψ(k-1)`) and to the left (`b k = ψ(-k)`)
  obtain ⟨a, a0, a1, ar⟩ : ∃ a : ℕ → ℂ, a 0 = y ∧ a 1 = x ∧
      ∀ k, a (k + 2) = (E - V k) * a (k + 1) - a k :=
    ⟨march E (fun k => V k) y x, by rw [march], by rw [march], fun k => by rw [march]⟩
  obtain ⟨b, b0, b1, br⟩ : ∃ b : ℕ → ℂ, b 0 = x ∧ b 1 = y ∧
      ∀ k, b (k + 2) = (E - V (-(k : ℤ) - 1)) * b (k + 1) - b k :=
    ⟨march E (fun k => V (-(k : ℤ) - 1)) x y, by rw [march], by rw [march],
      fun k => by rw [march]⟩
  -- glue the two halves, which overlap on the sites 0 and -1
  obtain ⟨ψ, ha, hb⟩ : ∃ ψ : ℤ → ℂ,
      (∀ k : ℕ, ψ ((k : ℤ) - 1) = a k) ∧ ∀ k : ℕ, ψ (-(k : ℤ)) = b k := by
    refine ⟨fun n => if 0 ≤ n then a (n + 1).toNat else b (-n).toNat,
      fun k => ?_, fun k => ?_⟩
    · beta_reduce
      by_cases h : 0 ≤ (k : ℤ) - 1
      · rw [if_pos h]
        exact congrArg a (by omega)
      · have e : (-((k : ℤ) - 1)).toNat = 1 := by omega
        have e' : k = 0 := by omega
        rw [if_neg h, e, e', a0, b1]
    · beta_reduce
      by_cases h : 0 ≤ -(k : ℤ)
      · have e : (-(k : ℤ) + 1).toNat = 1 := by omega
        have e' : k = 0 := by omega
        rw [if_pos h, e, e', a1, b0]
      · rw [if_neg h]
        exact congrArg b (by omega)
  refine ⟨ψ, fun n => ?_, (congrArg ψ (by omega)).trans ((hb 0).trans b0),
    (congrArg ψ (by omega)).trans ((hb 1).trans b1)⟩
  by_cases hn : 0 ≤ n
  · obtain ⟨k, rfl⟩ : ∃ k : ℕ, n = k := ⟨n.toNat, by omega⟩
    have h2 : ψ ((k : ℤ) + 1) = a (k + 2) := (congrArg ψ (by omega)).trans (ha (k + 2))
    have h1 : ψ (k : ℤ) = a (k + 1) := (congrArg ψ (by omega)).trans (ha (k + 1))
    rw [h2, h1, ha k, ar k]
    ring
  · obtain ⟨k, rfl⟩ : ∃ k : ℕ, n = -(k : ℤ) - 1 := ⟨(-n - 1).toNat, by omega⟩
    have h0 : ψ (-(k : ℤ) - 1 + 1) = b k := (congrArg ψ (by omega)).trans (hb k)
    have h1 : ψ (-(k : ℤ) - 1) = b (k + 1) := (congrArg ψ (by omega)).trans (hb (k + 1))
    have h2 : ψ (-(k : ℤ) - 1 - 1) = b (k + 2) := (congrArg ψ (by omega)).trans (hb (k + 2))
    rw [h0, h1, h2, br k]
    ring
```

## The multiplier z as an eigenvalue of T_N

`eigenvalue_iff` states the eigenvalue criterion for a complex 2×2 matrix of determinant 1. The fact `d` is the expansion of det(M − z·1), and `Matrix.exists_mulVec_eq_zero_iff` equates a vanishing determinant with a nonzero null vector.

```lean
/-- A `2 × 2` matrix of determinant one has an eigenvector with eigenvalue `z` exactly when
`z² - (tr M) z + 1 = 0`. -/
theorem eigenvalue_iff (M : Matrix (Fin 2) (Fin 2) ℂ) (hM : M.det = 1) (z : ℂ) :
    (∃ v, v ≠ 0 ∧ M *ᵥ v = z • v) ↔ z ^ 2 - M.trace * z + 1 = 0 := by
  have e : ∀ v, (M - z • (1 : Matrix (Fin 2) (Fin 2) ℂ)) *ᵥ v = M *ᵥ v - z • v := by
    intro v
    ext i
    fin_cases i <;> simp [Matrix.mulVec, dotProduct, Fin.sum_univ_two] <;> ring
  have d : (M - z • (1 : Matrix (Fin 2) (Fin 2) ℂ)).det = z ^ 2 - M.trace * z + 1 := by
    rw [Matrix.det_fin_two] at hM ⊢
    rw [Matrix.trace_fin_two]
    simp
    linear_combination hM
  rw [← d, ← Matrix.exists_mulVec_eq_zero_iff]
  simp only [e, sub_eq_zero]
```

`floquet_iff` holds for complex energy, complex periodic potential and any complex multiplier z; reality plays no part up to this point. The hypothesis `hV` is periodicity, the perfect repetition of the unit cell, and `ψ ≠ 0` means that ψ is not the zero sequence. After the right-hand side is rewritten as the existence of an eigenvector, the forward direction offers `state ψ 0`, with `e0` and `e1` the two components of u(N) = z u(0). The reverse direction builds ψ from the eigenvector `v`, the w above. There `hφ` shows that φ is a solution, by subtracting z times the equation at n from the equation at n+N; this is the only use of `hV`. Then `hz` is φ = 0.

```lean
/-- For complex energy and `N`-periodic complex potential, a nonzero solution with
`ψ(n+N) = z ψ(n)` exists exactly when `z² - (tr T_N) z + 1 = 0`. -/
theorem floquet_iff (E : ℂ) (V : ℤ → ℂ) (N : ℕ) (hV : ∀ n : ℤ, V (n + N) = V n) (z : ℂ) :
    (∃ ψ, ψ ≠ 0 ∧ IsSolution E V ψ ∧ ∀ n : ℤ, ψ (n + N) = z * ψ n) ↔
      z ^ 2 - (transfer E V N).trace * z + 1 = 0 := by
  rw [← eigenvalue_iff _ (det_transfer E V N)]
  constructor
  · -- the initial data of such a solution form an eigenvector of `T_N`
    rintro ⟨ψ, hne, hs, hb⟩
    refine ⟨state ψ 0, fun h => hne (solution_eq_zero hs ?_ ?_), ?_⟩
    · simpa [state] using congrFun h 0
    · simpa [state] using congrFun h 1
    · have e0 : ψ N = z * ψ 0 := (congrArg ψ (by omega)).trans (hb 0)
      have e1 : ψ ((N : ℤ) - 1) = z * ψ (-1) := (congrArg ψ (by omega)).trans (hb (-1))
      rw [transfer_state hs N]
      ext i
      fin_cases i <;> simp [state, e0, e1]
  · rintro ⟨v, hv, hM⟩
    obtain ⟨ψ, hs, h0, h1⟩ := exists_solution E V (v 0) (v 1)
    have hst : state ψ 0 = v := by
      ext i
      fin_cases i <;> simp [state, h0, h1]
    have hN : state ψ N = z • v := by rw [← transfer_state hs N, hst, hM]
    have c0 : ψ N = z * v 0 := by simpa [state] using congrFun hN 0
    have c1 : ψ ((N : ℤ) - 1) = z * v 1 := by simpa [state] using congrFun hN 1
    -- by periodicity `ψ(n+N) - z ψ(n)` is a solution, and its initial data vanish
    have hφ : IsSolution E V (fun n => ψ (n + N) - z * ψ n) := by
      intro n
      have a := hs (n + N)
      rw [hV n] at a
      beta_reduce
      rw [show n + 1 + (N : ℤ) = n + N + 1 by ring, show n - 1 + (N : ℤ) = n + N - 1 by ring]
      linear_combination a - z * hs n
    have hz := solution_eq_zero hφ
      (by
        show ψ (0 + N) - z * ψ 0 = 0
        rw [zero_add, c0, h0, sub_self])
      (by
        show ψ (-1 + N) - z * ψ (-1) = 0
        rw [show (-1 : ℤ) + N = N - 1 by ring, c1, h1, sub_self])
    refine ⟨ψ, fun h => hv ?_, hs, fun n => sub_eq_zero.mp (congrFun hz n)⟩
    rw [← hst, h]
    ext i
    fin_cases i <;> simp [state]
```

## Real potential and unimodular multiplier

`transfer_ofReal` identifies the complex transfer matrix of real data with the real matrix, entry by entry, so that the trace in the final statements is a real number.

```lean
/-- For real energy and potential, the complex transfer matrix is the real one with its
entries read as complex numbers. -/
theorem transfer_ofReal (E : ℝ) (V : ℤ → ℝ) (k : ℕ) :
    transfer (E : ℂ) (fun n => (V n : ℂ)) k = (transfer E V k).map Complex.ofRealHom := by
  induction k with
  | zero =>
    simp only [transfer]
    ext i j
    fin_cases i <;> fin_cases j <;> simp
  | succ k ih =>
    simp only [transfer]
    rw [Matrix.map_mul, ← ih]
    congr 1
    ext i j
    fin_cases i <;> fin_cases j <;> simp [step]
```

`bloch_iff_trace` is the claim. For real `E`, real `V` with period `N` and real `θ`, a nonzero complex solution with ψ(n+N) = exp(iθ) ψ(n) exists if and only if `(transfer E V N).trace = 2 * Real.cos θ`. N is any period, not necessarily the smallest, and N ≥ 1 is not assumed. At N = 0 periodicity says nothing, T_0 = 1 has trace 2, and both sides reduce to exp(iθ) = 1. In the proof, `hm` is exp(iθ) exp(−iθ) = 1, `key` is the factorisation z (2 cos θ − t), and `Complex.exp_ne_zero` removes the first factor.

```lean
/-- For real energy and `N`-periodic real potential, a nonzero solution with
`ψ(n+N) = exp(iθ) ψ(n)` exists exactly when the one-period transfer matrix has trace
`2 cos θ`. -/
theorem bloch_iff_trace (E : ℝ) (V : ℤ → ℝ) (N : ℕ) (hV : ∀ n : ℤ, V (n + N) = V n) (θ : ℝ) :
    (∃ ψ, ψ ≠ 0 ∧ IsSolution E (fun n => (V n : ℂ)) ψ ∧
        ∀ n : ℤ, ψ (n + N) = Complex.exp (θ * Complex.I) * ψ n) ↔
      (transfer E V N).trace = 2 * Real.cos θ := by
  have htr : ((transfer E V N).map Complex.ofRealHom).trace
      = (((transfer E V N).trace : ℝ) : ℂ) := by
    simp [Matrix.trace_fin_two]
  rw [floquet_iff (E : ℂ) (fun n => (V n : ℂ)) N (fun n => congrArg Complex.ofReal (hV n))
    (Complex.exp (θ * Complex.I)), transfer_ofReal, htr]
  generalize (transfer E V N).trace = t
  have hm : Complex.exp (θ * Complex.I) * Complex.exp (-(θ : ℂ) * Complex.I) = 1 := by
    rw [← Complex.exp_add]
    simp
  -- `z² - t z + 1 = z (2 cos θ - t)` for `z = exp(iθ)`
  have key : Complex.exp (θ * Complex.I) ^ 2 - t * Complex.exp (θ * Complex.I) + 1
      = Complex.exp (θ * Complex.I) * (2 * Complex.cos θ - t) := by
    rw [Complex.two_cos]
    linear_combination (-1 : ℂ) * hm
  rw [key, mul_eq_zero]
  constructor
  · rintro (h | h)
    · exact absurd h (Complex.exp_ne_zero _)
    · apply Complex.ofReal_injective
      push_cast
      linear_combination (-1 : ℂ) * h
  · intro h
    right
    rw [h]
    push_cast
    ring
```

The Bloch form of ψ is part of what the left-hand side asks for, so the theorem decides when solutions of that form exist. That an energy with |tr T_N| > 2 admits no nonzero bounded solution at all, and that the accepted energies make up the spectrum of the Hamiltonian on square-summable sequences, are separate statements which none of these theorems makes. Disorder, unequal hoppings and several orbitals per site lie outside the model.

## The band test and period two

For real `E` and real `V` with period `N`, as in `bloch_iff_trace`, `bloch_band_iff` quantifies over θ and yields |tr T_N| ≤ 2. One direction uses −1 ≤ cos θ ≤ 1; the other supplies θ = arccos(t/2), for which `Real.cos_arccos` needs −1 ≤ t/2 ≤ 1.

```lean
/-- A nonzero solution with `ψ(n+N) = exp(iθ) ψ(n)` exists for some real `θ` exactly when the
trace of the one-period transfer matrix has modulus at most two. -/
theorem bloch_band_iff (E : ℝ) (V : ℤ → ℝ) (N : ℕ) (hV : ∀ n : ℤ, V (n + N) = V n) :
    (∃ θ : ℝ, ∃ ψ, ψ ≠ 0 ∧ IsSolution E (fun n => (V n : ℂ)) ψ ∧
        ∀ n : ℤ, ψ (n + N) = Complex.exp (θ * Complex.I) * ψ n) ↔
      |(transfer E V N).trace| ≤ 2 := by
  refine (exists_congr fun θ => bloch_iff_trace E V N hV θ).trans ?_
  rw [abs_le]
  constructor
  · rintro ⟨θ, h⟩
    constructor <;> linarith [Real.neg_one_le_cos θ, Real.cos_le_one θ]
  · rintro ⟨h1, h2⟩
    refine ⟨Real.arccos ((transfer E V N).trace / 2), ?_⟩
    rw [Real.cos_arccos (by linarith) (by linarith)]
    ring
```

`bloch_period_two` specialises to N = 2: `hT` unfolds T_2 into its factors and `ht` computes the trace. The right-hand side 2 + 2 cos θ is never negative, so the condition fails for every θ when E lies strictly between V(0) and V(1).

```lean
/-- For a real potential of period two, a nonzero solution with `ψ(n+2) = exp(iθ) ψ(n)` exists
exactly when `(E - V(0)) (E - V(1)) = 2 + 2 cos θ`. -/
theorem bloch_period_two (E : ℝ) (V : ℤ → ℝ) (hV : ∀ n : ℤ, V (n + 2) = V n) (θ : ℝ) :
    (∃ ψ, ψ ≠ 0 ∧ IsSolution E (fun n => (V n : ℂ)) ψ ∧
        ∀ n : ℤ, ψ (n + 2) = Complex.exp (θ * Complex.I) * ψ n) ↔
      (E - V 0) * (E - V 1) = 2 + 2 * Real.cos θ := by
  refine Iff.trans (bloch_iff_trace E V 2 hV θ) ?_
  have hT : transfer E V 2 = step E (V 1) * (step E (V 0) * 1) := by
    rfl
  have ht : (transfer E V 2).trace = (E - V 0) * (E - V 1) - 2 := by
    rw [hT, mul_one]
    simp [step, Matrix.trace_fin_two]
    ring
  rw [ht]
  constructor <;> intro h <;> linarith

end BlochTransferMatrix
```

```lean
#print axioms BlochTransferMatrix.bloch_band_iff
-- 'BlochTransferMatrix.bloch_band_iff' depends on axioms: [propext, Classical.choice, Quot.sound]
#print axioms BlochTransferMatrix.bloch_period_two
-- 'BlochTransferMatrix.bloch_period_two' depends on axioms: [propext, Classical.choice, Quot.sound]
```
